# A continuous observable bounded by M, and below M somewhere in the zone, has Boltzmann average below M in a continuous band

The theorem `bandAvg_lt` concerns a continuous band `E` and a continuous real observable `f` of the wavenumber, averaged over the zone [-π, π] with the Boltzmann weight exp(-βE), normalised by the integral of that weight. If `f` is at most `M` everywhere and less than `M` at some point of the zone, its average is strictly less than `M`, for any real β. The weight is that of a single classical-statistics particle, with no Fermi occupation and no interactions. The proof applies the positivity lemma `bandAvg_pos` to `M - f`, then uses linearity of the integral to turn that into the bound on the average of `f`.

An attempt in Lean 4 with a fault in it:

```lean
import Mathlib

open Filter Set
open scoped Real Topology

noncomputable section

namespace BandAvgLt

/-- Average of the observable `f` over the zone `[-π, π]` with Boltzmann weight `exp (-β E)`,
for a continuous band `E` and a continuous observable `f`. -/
def bandAvg (β : ℝ) (E f : ℝ → ℝ) : ℝ :=
  (∫ k in (-π)..π, f k * Real.exp (-β * E k)) / ∫ k in (-π)..π, Real.exp (-β * E k)

/-- The Boltzmann weight of a continuous band has a positive integral over the zone. -/
theorem partition_pos {E : ℝ → ℝ} (hE : Continuous E) (β : ℝ) :
    0 < ∫ k in (-π)..π, Real.exp (-β * E k) := by
  have hc : Continuous fun k => Real.exp (-β * E k) := by fun_prop
  exact intervalIntegral.integral_pos (by linarith [Real.pi_pos]) hc.continuousOn
    (fun k _ => (Real.exp_pos _).le)
    ⟨0, ⟨by linarith [Real.pi_pos], Real.pi_pos.le⟩, Real.exp_pos _⟩

/-- In a continuous band, a continuous nonnegative observable that is positive somewhere in the
zone has a positive thermal average. -/
theorem bandAvg_pos {E f : ℝ → ℝ} (hE : Continuous E) (hf : Continuous f) (β : ℝ)
    (h0 : ∀ k, 0 ≤ f k) (h1 : ∃ k ∈ Icc (-π) π, 0 < f k) : 0 < bandAvg β E f := by
  obtain ⟨c, hc, hpos⟩ := h1
  have hcont : Continuous fun k => f k * Real.exp (-β * E k) := by fun_prop
  exact div_pos (intervalIntegral.integral_pos (by linarith [Real.pi_pos]) hcont.continuousOn
    (fun k _ => mul_nonneg (h0 k) (Real.exp_pos _).le)
    ⟨c, hc, mul_pos hpos (Real.exp_pos _)⟩) (partition_pos hE β)

/-- In a continuous band, a continuous observable that is at most `M`, and below `M` somewhere in
the zone, has a thermal average below `M`. -/
theorem bandAvg_lt {E f : ℝ → ℝ} (hE : Continuous E) (hf : Continuous f) (β M : ℝ)
    (h0 : ∀ k, f k ≤ M) (h1 : ∃ k ∈ Icc (-π) π, f k < M) : bandAvg β E f < M := by
  have hpos := bandAvg_pos hE (continuous_const.sub hf) β
    (fun k => sub_nonneg.mpr (h0 k)) (h1.imp fun k hk => ⟨hk.1, sub_pos.mpr hk.2⟩)
  have hZ := partition_pos hE β
  have ce : Continuous fun k => Real.exp (-β * E k) := by fun_prop
  -- the average of `M - f` is `M` minus the average of `f`
  have hs : (∫ k in (-π)..π, (M - f k) * Real.exp (-β * E k)) =
      M * (∫ k in (-π)..π, Real.exp (-β * E k)) -
        ∫ k in (-π)..π, f k * Real.exp (-β * E k) := by
    simp only [sub_mul]
    rw [intervalIntegral.integral_sub ((continuous_const.mul ce).intervalIntegrable _ _)
      ((hf.mul ce).intervalIntegrable _ _), intervalIntegral.integral_const_mul]
  simp only [bandAvg] at hpos ⊢
  rw [hs, sub_div, mul_div_cancel_right₀ _ hZ.ne'] at hpos
  linarith

end BandAvgLt
```

The error:

```
Main.lean:46:8: error: Tactic `rewrite` failed: Did not find an occurrence of the pattern
  ∫ (x : ℝ) in ?m.217..?m.218,
    ((fun x => ?m.188) * fun k => rexp (-β * E k)) x - (f * fun k => rexp (-β * E k)) x ∂?m.214
in the target expression
  ∫ (k : ℝ) in -π..π, M * rexp (-β * E k) - f k * rexp (-β * E k) =
    (M * ∫ (k : ℝ) in -π..π, rexp (-β * E k)) - ∫ (k : ℝ) in -π..π, f k * rexp (-β * E k)

E f : ℝ → ℝ
hE : Continuous E
hf : Continuous f
β M : ℝ
h0 : ∀ (k : ℝ), f k ≤ M
h1 : ∃ k ∈ Icc (-π) π, f k < M
hpos : 0 < bandAvg β E ((fun x => M) - f)
hZ : 0 < ∫ (k : ℝ) in -π..π, rexp (-β * E k)
ce : Continuous fun k => rexp (-β * E k)
⊢ ∫ (k : ℝ) in -π..π, M * rexp (-β * E k) - f k * rexp (-β * E k) =
    (M * ∫ (k : ℝ) in -π..π, rexp (-β * E k)) - ∫ (k : ℝ) in -π..π, f k * rexp (-β * E k)
Main.lean:49:6: error: Tactic `rewrite` failed: Did not find an occurrence of the pattern
  ∫ (k : ℝ) in -π..π, (M - f k) * rexp (-β * E k)
in the target expression
  0 < (∫ (k : ℝ) in -π..π, ((fun x => M) - f) k * rexp (-β * E k)) / ∫ (k : ℝ) in -π..π, rexp (-β * E k)

E f : ℝ → ℝ
hE : Continuous E
hf : Continuous f
β M : ℝ
h0 : ∀ (k : ℝ), f k ≤ M
h1 : ∃ k ∈ Icc (-π) π, f k < M
hpos : 0 < (∫ (k : ℝ) in -π..π, ((fun x => M) - f) k * rexp (-β * E k)) / ∫ (k : ℝ) in -π..π, rexp (-β * E k)
hZ : 0 < ∫ (k : ℝ) in -π..π, rexp (-β * E k)
ce : Continuous fun k => rexp (-β * E k)
hs :
  ∫ (k : ℝ) in -π..π, (M - f k) * rexp (-β * E k) =
    (M * ∫ (k : ℝ) in -π..π, rexp (-β * E k)) - ∫ (k : ℝ) in -π..π, f k * rexp (-β * E k)
⊢ (∫ (k : ℝ) in -π..π, f k * rexp (-β * E k)) / ∫ (k : ℝ) in -π..π, rexp (-β * E k) < M
```

What went wrong. Both errors come from functions combined as whole functions where the rewrite needs them written pointwise.

In the first, `continuous_const.mul ce` and `hf.mul ce` prove continuity of products of functions, such as `f * fun k => rexp (-β * E k)`. So `integral_sub` looks for an integrand containing that product applied to `x`, while the goal has `f k * rexp (-β * E k)`. The two are equal by definition, but `rw` does not unfold the multiplication of functions to find a match. The repair states `c1` and `c2` for the pointwise products, which gives `integral_sub` the goal's form; they replace `ce`.

In the second, `continuous_const.sub hf` makes `hpos` speak of `(fun x => M) - f`. Unfolding `bandAvg` leaves `((fun x => M) - f) k`, where `hs` has `M - f k`. The repair gives `hpos` an explicit type with `fun k => M - f k`, and `fun_prop` proves the continuity of that function.

The reworded comment is mere tidying.

After these edits no error is left:

```diff
@@ -35,15 +35,16 @@
 theorem bandAvg_lt {E f : ℝ → ℝ} (hE : Continuous E) (hf : Continuous f) (β M : ℝ)
     (h0 : ∀ k, f k ≤ M) (h1 : ∃ k ∈ Icc (-π) π, f k < M) : bandAvg β E f < M := by
-  have hpos := bandAvg_pos hE (continuous_const.sub hf) β
+  have hpos : 0 < bandAvg β E (fun k => M - f k) := bandAvg_pos hE (by fun_prop) β
     (fun k => sub_nonneg.mpr (h0 k)) (h1.imp fun k hk => ⟨hk.1, sub_pos.mpr hk.2⟩)
   have hZ := partition_pos hE β
-  have ce : Continuous fun k => Real.exp (-β * E k) := by fun_prop
-  -- the average of `M - f` is `M` minus the average of `f`
+  have c1 : Continuous fun k => M * Real.exp (-β * E k) := by fun_prop
+  have c2 : Continuous fun k => f k * Real.exp (-β * E k) := by fun_prop
+  -- the weighted integral of `M - f` is `M` times the integral of the weight, minus the weighted integral of `f`
   have hs : (∫ k in (-π)..π, (M - f k) * Real.exp (-β * E k)) =
       M * (∫ k in (-π)..π, Real.exp (-β * E k)) -
         ∫ k in (-π)..π, f k * Real.exp (-β * E k) := by
     simp only [sub_mul]
-    rw [intervalIntegral.integral_sub ((continuous_const.mul ce).intervalIntegrable _ _)
-      ((hf.mul ce).intervalIntegrable _ _), intervalIntegral.integral_const_mul]
+    rw [intervalIntegral.integral_sub (c1.intervalIntegrable _ _)
+      (c2.intervalIntegrable _ _), intervalIntegral.integral_const_mul]
   simp only [bandAvg] at hpos ⊢
   rw [hs, sub_div, mul_div_cancel_right₀ _ hZ.ne'] at hpos
```
